# The purity lost in a random-unitary channel as a weighted sum over pairs of its unitary branches

When unitaries Uₖ are applied to a state ρ with probabilities pₖ, the purity falls by ½ ∑ⱼₖ pⱼpₖ P(Uⱼ ρ Uⱼ† − Uₖ ρ Uₖ†), where P(A) = Re Tr(A²). The theorem `purity_loss` states this for a finite family of unitary matrices of finite size and real weights of sum one. It asks neither that the weights be nonnegative nor that ρ be a density matrix, so ρ may be any complex square matrix of that size. The proof writes the purity of the output as a double sum of overlaps, expands the purity of each difference with the help of unitary invariance, and then compares the two sides term by term.

As first written in Lean, the proof fails:

```lean
import Mathlib

open Matrix

namespace PurityLoss

noncomputable section

variable {n ι : Type*} [Fintype n] [Fintype ι]

/-- The purity of a matrix `A`, taken as the real part of `Tr(A²)`. -/
def purity (A : Matrix n n ℂ) : ℝ := (trace (A * A)).re

/-- The action `K ρ K†` of a single operator `K` on `ρ`. -/
def conjBy (K ρ : Matrix n n ℂ) : Matrix n n ℂ := K * ρ * Kᴴ

/-- The map `ρ ↦ ∑ₖ pₖ Uₖ ρ Uₖ†`, in which `Uₖ` is applied with weight `pₖ`. -/
def mixedUnitary (p : ι → ℝ) (U : ι → Matrix n n ℂ) (ρ : Matrix n n ℂ) :
    Matrix n n ℂ :=
  ∑ k, (p k : ℂ) • conjBy (U k) ρ

variable [DecidableEq n]

/-- A unitary evolution `ρ ↦ U ρ U†` preserves both the trace and the purity. -/
theorem unitary_preserves {U : Matrix n n ℂ} (hU : U ∈ unitaryGroup n ℂ)
    (ρ : Matrix n n ℂ) :
    trace (conjBy U ρ) = trace ρ ∧ purity (conjBy U ρ) = purity ρ := by
  have h : Uᴴ * U = 1 := Matrix.mem_unitaryGroup_iff'.mp hU
  have ht : ∀ A : Matrix n n ℂ, trace (conjBy U A) = trace A := by
    intro A
    rw [conjBy, Matrix.trace_mul_comm, ← Matrix.mul_assoc, h, Matrix.one_mul]
  -- the inner factor U† U cancels in the square
  have hsq : conjBy U ρ * conjBy U ρ = conjBy U (ρ * ρ) := by
    calc U * ρ * Uᴴ * (U * ρ * Uᴴ) = U * ρ * (Uᴴ * U) * ρ * Uᴴ := by
          simp only [Matrix.mul_assoc]
      _ = U * (ρ * ρ) * Uᴴ := by
          rw [h, Matrix.mul_one]
          simp only [Matrix.mul_assoc]
  exact ⟨ht ρ, by rw [purity, hsq, ht, purity]⟩

/-- Exact purity loss: for unitaries `Uₖ` and weights of sum one, the purity drops by half
the weighted sum of the purities of all differences `Uⱼ ρ Uⱼ† - Uₖ ρ Uₖ†`. -/
theorem purity_loss {p : ι → ℝ} {U : ι → Matrix n n ℂ} (hp : ∑ k, p k = 1)
    (hU : ∀ k, U k ∈ unitaryGroup n ℂ) (ρ : Matrix n n ℂ) :
    purity ρ - purity (mixedUnitary p U ρ) =
      1 / 2 * ∑ j, ∑ k, p j * p k * purity (conjBy (U j) ρ - conjBy (U k) ρ) := by
  -- the purity of the output as a double sum of overlaps
  have hs : purity (mixedUnitary p U ρ) =
      ∑ j, ∑ k, p j * p k * (trace (conjBy (U j) ρ * conjBy (U k) ρ)).re := by
    simp only [purity, mixedUnitary]
    rw [Finset.sum_mul_sum]
    simp only [Matrix.smul_mul, Matrix.mul_smul, Matrix.trace_sum, Matrix.trace_smul,
      smul_eq_mul, Complex.re_sum, Complex.re_ofReal_mul]
    refine Finset.sum_congr rfl fun j _ => Finset.sum_congr rfl fun k _ => ?_
    ring
  -- the same overlaps appear in the purity of a difference
  have hd : ∀ A B : Matrix n n ℂ,
      purity (A - B) = purity A + purity B - 2 * (trace (A * B)).re := by
    intro A B
    have h : trace ((A - B) * (A - B)) =
        trace (A * A) + trace (B * B) - (trace (A * B) + trace (A * B)) := by
      rw [Matrix.sub_mul, Matrix.mul_sub, Matrix.mul_sub, Matrix.trace_sub,
        Matrix.trace_sub, Matrix.trace_sub, Matrix.trace_mul_comm B A]
      ring
    simp only [purity, h, Complex.sub_re, Complex.add_re]
    ring
  have hpp : ∑ j, ∑ k, p j * p k = 1 := by
    rw [← Finset.sum_mul_sum, hp, mul_one]
  have hu := fun k => (unitary_preserves (hU k) ρ).2
  rw [hs]
  simp only [hd, hu]
  rw [← mul_one (purity ρ), ← hpp]
  simp only [Finset.mul_sum, ← Finset.sum_sub_distrib]
  rw [hpp]
  refine Finset.sum_congr rfl fun j _ => Finset.sum_congr rfl fun k _ => ?_
  ring

end

end PurityLoss
```

Messages:

```
Try this:
  [apply] ring_nf
  
  The `ring` tactic failed to close the goal. Use `ring_nf` to obtain a normal form.
    
  Note that `ring` works primarily in *commutative* rings. If you have a noncommutative ring, abelian group or module, consider using `noncomm_ring`, `abel` or `module` instead.
Main.lean:46:80: error: unsolved goals
n : Type u_1
ι : Type u_2
inst✝² : Fintype n
inst✝¹ : Fintype ι
inst✝ : DecidableEq n
p : ι → ℝ
U : ι → Matrix n n ℂ
hp : ∑ k, p k = 1
hU : ∀ (k : ι), U k ∈ unitaryGroup n ℂ
ρ : Matrix n n ℂ
hs : purity (mixedUnitary p U ρ) = ∑ j, ∑ k, p j * p k * (conjBy (U j) ρ * conjBy (U k) ρ).trace.re
hd : ∀ (A B : Matrix n n ℂ), purity (A - B) = purity A + purity B - 2 * (A * B).trace.re
hpp : ∑ j, ∑ k, p j * p k = 1
hu : ∀ (k : ι), purity (conjBy (U k) ρ) = purity ρ
j : ι
x✝¹ : j ∈ Finset.univ
k : ι
x✝ : k ∈ Finset.univ
⊢ purity ρ * p j * p k - p j * p k * (conjBy (U j) ρ * conjBy (U k) ρ).trace.re =
    -(p j * p k * (conjBy (U j) ρ * conjBy (U k) ρ).trace.re) + p j * p k * ∑ x, ∑ x_1, purity ρ * p x * p x_1
```

Cause. The error shows the goal left over when `ring` failed. Its right side contains `p j * p k` times a whole double sum of `purity ρ * p x * p x_1`, where the left has `purity ρ * p j * p k`. The goal is true, because by `hpp` the double sum equals `purity ρ`, but `ring` does not use hypotheses such as `hpp` and so cannot evaluate the sum.

The sum comes from `rw [← mul_one (purity ρ), ← hpp]`. `rw` replaces every instance of the pattern it has fixed, so each `purity ρ` gained a factor `1`, on the right side too, and every `1` then became the double sum of weights, even the one in `1 / 2`. `simp only` next moved `purity ρ` inside the sums that multiplied it. The later `rw [hpp]` could restore the `1 / 2`, but those sums no longer had the form of `hpp`.

The repair uses `calc` to insert the factor only in the first term on the left, and proves that step by `rw [hpp, mul_one]`. The right side keeps its plain `purity ρ` and `1 / 2`, so the `rw [hpp]` after `simp only` is no longer needed. The same `simp only`, `refine` and `ring` then finish the proof.

This version goes through:

```diff
@@ -70,9 +70,12 @@
   rw [hs]
   simp only [hd, hu]
-  rw [← mul_one (purity ρ), ← hpp]
-  simp only [Finset.mul_sum, ← Finset.sum_sub_distrib]
-  rw [hpp]
-  refine Finset.sum_congr rfl fun j _ => Finset.sum_congr rfl fun k _ => ?_
-  ring
+  calc purity ρ - ∑ j, ∑ k, p j * p k * (trace (conjBy (U j) ρ * conjBy (U k) ρ)).re
+      = purity ρ * (∑ j, ∑ k, p j * p k) -
+          ∑ j, ∑ k, p j * p k * (trace (conjBy (U j) ρ * conjBy (U k) ρ)).re := by
+        rw [hpp, mul_one]
+    _ = _ := by
+        simp only [Finset.mul_sum, ← Finset.sum_sub_distrib]
+        refine Finset.sum_congr rfl fun j _ => Finset.sum_congr rfl fun k _ => ?_
+        ring
 
 end
```
